# In a symmetric two-line exchange model, the spectrum is highest at the centre exactly when half the line splitting is at most √2 times the exchange rate

A gas absorbs at two neighbouring frequencies, and collisions pass the oscillating dipole from one line to the other, so that with rising pressure the two peaks can move together and merge. For two equally strong lines, the following Lean file derives the profile from a 2×2 relaxation matrix and settles when the centre becomes its highest point.

```lean
import Mathlib

open Filter Topology

namespace CollisionalLineMixing

noncomputable section

/-- The relaxation matrix at frequency `w` of two lines at `d` and `-d`, coupled by
collisions at rate `g`. -/
def relaxMatrix (g d w : ℝ) : Matrix (Fin 2) (Fin 2) ℂ :=
  !![(g : ℂ) - Complex.I * (w - d), -(g : ℂ); -(g : ℂ), (g : ℂ) - Complex.I * (w + d)]

/-- The line shape: the real part of the sum of all entries of the inverse relaxation
matrix, for parameters at which that matrix is invertible. -/
def lineShape (g d w : ℝ) : ℝ :=
  (∑ i, ∑ j, (relaxMatrix g d w)⁻¹ i j).re

/-- The determinant of the relaxation matrix is `d² - w² - 2igw`. -/
theorem det_relaxMatrix (g d w : ℝ) :
    (relaxMatrix g d w).det = (d : ℂ) ^ 2 - w ^ 2 - 2 * g * w * Complex.I := by
  rw [relaxMatrix, Matrix.det_fin_two_of]
  linear_combination ((w : ℂ) ^ 2 - d ^ 2) * Complex.I_sq

/-- The determinant times its complex conjugate is `(d² - w²)² + 4g²w²`. -/
theorem det_mul_conj (g d w : ℝ) :
    ((d : ℂ) ^ 2 - w ^ 2 - 2 * g * w * Complex.I) *
      ((d : ℂ) ^ 2 - w ^ 2 + 2 * g * w * Complex.I) =
      (((d ^ 2 - w ^ 2) ^ 2 + 4 * g ^ 2 * w ^ 2 : ℝ) : ℂ) := by
  push_cast
  linear_combination (-4 * (g : ℂ) ^ 2 * (w : ℂ) ^ 2) * Complex.I_sq

/-- For positive `g` and `d` the quantity `(d² - w²)² + 4g²w²` is positive at every real
frequency. -/
theorem denominator_pos {g d : ℝ} (hg : 0 < g) (hd : 0 < d) (w : ℝ) :
    0 < (d ^ 2 - w ^ 2) ^ 2 + 4 * g ^ 2 * w ^ 2 := by
  rcases eq_or_ne w 0 with rfl | hw
  · have h : 0 < d ^ 4 := by positivity
    nlinarith [h]
  · have h : 0 < 4 * g ^ 2 * w ^ 2 := by positivity
    nlinarith [sq_nonneg (d ^ 2 - w ^ 2)]

/-- For positive `g` and `d` the relaxation matrix is invertible at every real frequency. -/
theorem isUnit_relaxMatrix {g d : ℝ} (hg : 0 < g) (hd : 0 < d) (w : ℝ) :
    IsUnit (relaxMatrix g d w) := by
  rw [Matrix.isUnit_iff_isUnit_det, isUnit_iff_ne_zero]
  intro h
  have e := det_mul_conj g d w
  rw [← det_relaxMatrix, h, zero_mul] at e
  exact (denominator_pos hg hd w).ne' (Complex.ofReal_eq_zero.mp e.symm)

/-- The sum of the entries of the inverse relaxation matrix is
`(4g - 2iw) / (d² - w² - 2igw)`, for parameters with nonzero denominator. -/
theorem sum_inv_relaxMatrix (g d w : ℝ) :
    ∑ i, ∑ j, (relaxMatrix g d w)⁻¹ i j =
      (4 * (g : ℂ) - 2 * w * Complex.I) /
        ((d : ℂ) ^ 2 - w ^ 2 - 2 * g * w * Complex.I) := by
  have hs : ∀ c a b e f : ℂ,
      ∑ i, ∑ j, (c • !![a, b; e, f] : Matrix (Fin 2) (Fin 2) ℂ) i j
        = c * (a + b + e + f) := by
    intro c a b e f
    simp [Fin.sum_univ_two]
    ring
  rw [Matrix.inv_def, Ring.inverse_eq_inv', det_relaxMatrix, relaxMatrix,
    Matrix.adjugate_fin_two_of, hs]
  ring

/-- The line shape of the collisionally coupled doublet is
`4gd² / ((d² - w²)² + 4g²w²)`. -/
theorem lineShape_eq {g d : ℝ} (hg : 0 < g) (hd : 0 < d) (w : ℝ) :
    lineShape g d w = 4 * g * d ^ 2 / ((d ^ 2 - w ^ 2) ^ 2 + 4 * g ^ 2 * w ^ 2) := by
  have hD := ((Matrix.isUnit_iff_isUnit_det _).mp (isUnit_relaxMatrix hg hd w)).ne_zero
  rw [det_relaxMatrix] at hD
  have hden := Complex.ofReal_ne_zero.mpr (denominator_pos hg hd w).ne'
  -- multiply numerator and denominator by the conjugate determinant
  have n : (4 * (g : ℂ) - 2 * w * Complex.I) *
      ((d : ℂ) ^ 2 - w ^ 2 + 2 * g * w * Complex.I) =
      ((4 * g * d ^ 2 : ℝ) : ℂ) +
        ((8 * g ^ 2 * w - 2 * w * (d ^ 2 - w ^ 2) : ℝ) : ℂ) * Complex.I := by
    push_cast
    linear_combination (-4 * (g : ℂ) * (w : ℂ) ^ 2) * Complex.I_sq
  have hq := (div_eq_div_iff hD hden).mpr (by
    rw [← det_mul_conj, ← n]
    ring : (4 * (g : ℂ) - 2 * w * Complex.I) * _ =
      (((4 * g * d ^ 2 : ℝ) : ℂ) +
        ((8 * g ^ 2 * w - 2 * w * (d ^ 2 - w ^ 2) : ℝ) : ℂ) * Complex.I) * _)
  rw [lineShape, sum_inv_relaxMatrix, hq, Complex.div_ofReal_re]
  simp only [Complex.add_re, Complex.ofReal_re, Complex.re_ofReal_mul, Complex.I_re,
    mul_zero, add_zero]

/-- In both far wings the line shape falls as `4gd² / w⁴`. -/
theorem wings {g d : ℝ} (hg : 0 < g) (hd : 0 < d) :
    Tendsto (fun w => w ^ 4 * lineShape g d w) atTop (𝓝 (4 * g * d ^ 2)) ∧
      Tendsto (fun w => w ^ 4 * lineShape g d w) atBot (𝓝 (4 * g * d ^ 2)) := by
  -- in the variable x = 1/w the rescaled profile is continuous at x = 0
  have hc : ContinuousAt (fun x : ℝ =>
      4 * g * d ^ 2 / ((d ^ 2 * x ^ 2 - 1) ^ 2 + 4 * g ^ 2 * x ^ 2)) 0 := by
    apply ContinuousAt.div
    · fun_prop
    · fun_prop
    · norm_num
  have h0 : 4 * g * d ^ 2 / ((d ^ 2 * 0 ^ 2 - 1) ^ 2 + 4 * g ^ 2 * 0 ^ 2)
      = 4 * g * d ^ 2 := by norm_num
  have ht := hc.tendsto
  simp only [h0] at ht
  have key : ∀ w : ℝ, w ≠ 0 →
      4 * g * d ^ 2 / ((d ^ 2 * w⁻¹ ^ 2 - 1) ^ 2 + 4 * g ^ 2 * w⁻¹ ^ 2)
        = w ^ 4 * lineShape g d w := by
    intro w hw
    have alg : ∀ x : ℝ, w * x = 1 → (d ^ 2 - w ^ 2) ^ 2 + 4 * g ^ 2 * w ^ 2
        = w ^ 4 * ((d ^ 2 * x ^ 2 - 1) ^ 2 + 4 * g ^ 2 * x ^ 2) := by
      intro x hx
      linear_combination (-(w * x + 1) * (d ^ 2 * (d ^ 2 + d ^ 2 * (w * x) ^ 2
        - 2 * w ^ 2) + 4 * g ^ 2 * w ^ 2)) * hx
    rw [lineShape_eq hg hd, alg _ (mul_inv_cancel₀ hw), ← mul_div_assoc,
      mul_div_mul_left _ _ (pow_ne_zero 4 hw)]
  constructor
  · refine (ht.comp tendsto_inv_atTop_zero).congr' ?_
    filter_upwards [eventually_gt_atTop 0] with w hw
    exact key w hw.ne'
  · refine (ht.comp tendsto_inv_atBot_zero).congr' ?_
    filter_upwards [eventually_lt_atBot 0] with w hw
    exact key w hw.ne

/-- For positive `g` and `d` the line shape has its global maximum at the centre `w = 0` if and only
if `d² ≤ 2g²`. -/
theorem max_at_centre_iff {g d : ℝ} (hg : 0 < g) (hd : 0 < d) :
    (∀ w, lineShape g d w ≤ lineShape g d 0) ↔ d ^ 2 ≤ 2 * g ^ 2 := by
  have hN : 0 < 4 * g * d ^ 2 := by positivity
  constructor
  · intro h
    by_contra hlt
    have hs : 0 < d ^ 2 - 2 * g ^ 2 := by linarith [not_le.mp hlt]
    -- test the frequency of the displaced peak
    have hw := Real.sq_sqrt hs.le
    have h1 := h (√(d ^ 2 - 2 * g ^ 2))
    rw [lineShape_eq hg hd, lineShape_eq hg hd,
      div_le_div_iff₀ (denominator_pos hg hd _) (denominator_pos hg hd _)] at h1
    have h2 := le_of_mul_le_mul_left h1 hN
    rw [hw] at h2
    nlinarith [pow_pos hs 2]
  · intro h w
    rw [lineShape_eq hg hd, lineShape_eq hg hd,
      div_le_div_iff₀ (denominator_pos hg hd _) (denominator_pos hg hd _)]
    apply mul_le_mul_of_nonneg_left _ hN.le
    nlinarith [mul_nonneg (sub_nonneg.mpr h) (sq_nonneg w), sq_nonneg (w ^ 2)]

/-- For positive `g` and `d` with `2g² < d²`, the line shape is at most `d² / (g(d² - g²))`, with
equality exactly at the frequencies with `w² = d² - 2g²`. -/
theorem resolved_doublet {g d : ℝ} (hg : 0 < g) (hd : 0 < d)
    (h : 2 * g ^ 2 < d ^ 2) (w : ℝ) :
    lineShape g d w ≤ d ^ 2 / (g * (d ^ 2 - g ^ 2)) ∧
      (lineShape g d w = d ^ 2 / (g * (d ^ 2 - g ^ 2)) ↔ w ^ 2 = d ^ 2 - 2 * g ^ 2) := by
  have hP : 0 < g * (d ^ 2 - g ^ 2) := mul_pos hg (by nlinarith [sq_nonneg g])
  have hQ := denominator_pos hg hd w
  -- complete the square in w²
  have sq : d ^ 2 * ((d ^ 2 - w ^ 2) ^ 2 + 4 * g ^ 2 * w ^ 2)
      - 4 * g * d ^ 2 * (g * (d ^ 2 - g ^ 2))
      = d ^ 2 * (w ^ 2 - (d ^ 2 - 2 * g ^ 2)) ^ 2 := by ring
  rw [lineShape_eq hg hd]
  constructor
  · rw [div_le_div_iff₀ hQ hP]
    have : 0 ≤ d ^ 2 * (w ^ 2 - (d ^ 2 - 2 * g ^ 2)) ^ 2 := by positivity
    linarith
  · rw [div_eq_div_iff hQ.ne' hP.ne']
    constructor
    · intro he
      have hz : d ^ 2 * (w ^ 2 - (d ^ 2 - 2 * g ^ 2)) ^ 2 = 0 := by linarith
      have h2 := (mul_eq_zero.mp hz).resolve_left (pow_pos hd 2).ne'
      linarith [(pow_eq_zero_iff two_ne_zero).mp h2]
    · intro he
      have hz : d ^ 2 * (w ^ 2 - (d ^ 2 - 2 * g ^ 2)) ^ 2 = 0 := by
        rw [he]
        ring
      linarith

/-- As `g` tends to infinity with `d² = 2gΓ` and `Γ > 0` fixed, the line shape tends at each
frequency to the Lorentzian `2Γ / (Γ² + w²)`. -/
theorem collisional_narrowing {Γ : ℝ} (hΓ : 0 < Γ) (w : ℝ) :
    Tendsto (fun g => lineShape g (√(2 * g * Γ)) w) atTop
      (𝓝 (2 * Γ / (Γ ^ 2 + w ^ 2))) := by
  have hc : ContinuousAt (fun x : ℝ =>
      2 * Γ / ((Γ - w ^ 2 * x / 2) ^ 2 + w ^ 2)) 0 := by
    apply ContinuousAt.div
    · fun_prop
    · fun_prop
    · have h : 0 < (Γ - w ^ 2 * 0 / 2) ^ 2 + w ^ 2 := by
        nlinarith [pow_pos hΓ 2, sq_nonneg w]
      exact h.ne'
  have ht := hc.tendsto
  simp only [mul_zero, zero_div, sub_zero] at ht
  refine (ht.comp tendsto_inv_atTop_zero).congr' ?_
  filter_upwards [eventually_gt_atTop 0] with g hg
  have hp : 0 < 2 * g * Γ := by positivity
  have alg : ∀ x : ℝ, g * x = 1 → (2 * g * Γ - w ^ 2) ^ 2 + 4 * g ^ 2 * w ^ 2
      = 4 * g ^ 2 * ((Γ - w ^ 2 * x / 2) ^ 2 + w ^ 2) := by
    intro x hx
    linear_combination (w ^ 2 * (4 * g * Γ - w ^ 2 - w ^ 2 * (g * x))) * hx
  have num : 4 * g * (2 * g * Γ) = 4 * g ^ 2 * (2 * Γ) := by ring
  have h4 : 4 * g ^ 2 ≠ 0 := by positivity
  rw [lineShape_eq hg (Real.sqrt_pos.mpr hp), Real.sq_sqrt hp.le,
    alg _ (mul_inv_cancel₀ hg.ne'), num, mul_div_mul_left _ _ h4]
  rfl

end

end CollisionalLineMixing
```

```lean
#print axioms CollisionalLineMixing.wings
#print axioms CollisionalLineMixing.max_at_centre_iff
#print axioms CollisionalLineMixing.resolved_doublet
#print axioms CollisionalLineMixing.collisional_narrowing
```

```
'CollisionalLineMixing.wings' depends on axioms: [propext, Classical.choice, Quot.sound]
'CollisionalLineMixing.max_at_centre_iff' depends on axioms: [propext, Classical.choice, Quot.sound]
'CollisionalLineMixing.resolved_doublet' depends on axioms: [propext, Classical.choice, Quot.sound]
'CollisionalLineMixing.collisional_narrowing' depends on axioms: [propext, Classical.choice, Quot.sound]
```

## The doublet and its profile

Frequencies are angular and are measured from the midpoint of the doublet. The lines sit at $d$ and $-d$, so $d$ is half the splitting; $g$ is the rate at which collisions transfer amplitude between them, and $w$ is the frequency of observation. All three are real numbers in Lean, and `relaxMatrix g d w` is the complex matrix

$$M(w)=\begin{pmatrix} g-i(w-d) & -g\\ -g & g-i(w+d)\end{pmatrix}.$$

The profile `lineShape g d w`, written $S(w)$ here, is the real part of the sum of all four entries of $M(w)^{-1}$. For $g,d>0$ the theorems state the following.

- `isUnit_relaxMatrix`: $M(w)$ is invertible at every real $w$. Lean assigns the value zero to the inverse of a singular matrix, and this theorem ensures that no such value enters the profile.
- `lineShape_eq`: $S(w)=4gd^2/\big((d^2-w^2)^2+4g^2w^2\big)$.
- `wings`: $w^4S(w)\to 4gd^2$ as $w\to+\infty$ and as $w\to-\infty$.
- `max_at_centre_iff`: $S(w)\le S(0)$ for all $w$ if and only if $d^2\le 2g^2$.
- `resolved_doublet`: if $2g^2<d^2$, the largest value is $d^2/(g(d^2-g^2))$, and it is reached exactly where $w^2=d^2-2g^2$.
- `collisional_narrowing`: if $g\to\infty$ with $d^2=2g\Gamma$ and $\Gamma>0$ fixed, then $S(w)\to 2\Gamma/(\Gamma^2+w^2)$ at each $w$.

## Where the matrix comes from

Let $a_0$ and $a_1$ be the amplitudes of the two oscillating dipoles, numbered as Lean numbers the rows. Each rotates at its own frequency, and collisions exchange them:

$$\dot a_0=-id\,a_0-g\,a_0+g\,a_1,\qquad \dot a_1=+id\,a_1+g\,a_0-g\,a_1.$$

Multiplying by $e^{iwt}$ and integrating over $t\ge 0$ gives $M(w)\int_0^\infty e^{iwt}a(t)\,dt=a(0)$. Two lines of equal strength start from $a(0)=(1,1)$, and the detected signal is $a_0+a_1$. Its transform is therefore the sum of all entries of $M(w)^{-1}$, and the real part is the absorption. The area under $S$ is $2\pi$, so the profile of unit area is $S(w)/2\pi$. The file takes the matrix as its starting point; the rate equations and the area are background to it.

The model has restrictions that matter for its use. Collisions only exchange amplitude: whatever leaves one line arrives in the other, with no additional dephasing or loss. The rate $g$ does not depend on frequency, which amounts to treating collisions as instantaneous, and there is no Doppler broadening. The $w^{-4}$ wings belong to this pure exchange; an isolated Lorentzian line falls as $w^{-2}$.

## From the inverse matrix to a real profile

The determinant is

$$\det M=(g-i(w-d))(g-i(w+d))-g^2=d^2-w^2-2igw.$$

Its product with its complex conjugate is $Q(w)=(d^2-w^2)^2+4g^2w^2$. At $w=0$ this equals $d^4>0$, and at $w\neq0$ the second term is positive. The determinant therefore never vanishes on the real axis.

In Lean, `det_relaxMatrix` and `det_mul_conj` are these two identities, each closed by `linear_combination` with a multiple of $i^2=-1$. The lemma `denominator_pos` makes the same split into $w=0$ and $w\ne0$. `isUnit_relaxMatrix` then argues by contradiction: a zero determinant would make $Q$ zero.

The inverse of a 2×2 matrix exchanges the diagonal entries, reverses the sign of the others and divides by the determinant:

$$M^{-1}=\frac{1}{\det M}\begin{pmatrix} g-i(w+d) & g\\ g & g-i(w-d)\end{pmatrix}.$$

The entries add up to $(4g-2iw)/\det M$, which is `sum_inv_relaxMatrix`. Multiplying numerator and denominator by the conjugate determinant gives

$$(4g-2iw)(d^2-w^2+2igw)=4gd^2+i\big(8g^2w-2w(d^2-w^2)\big),$$

because the terms $-4gw^2$ and $+4gw^2$ cancel in the real part. Dividing by the real number $Q$ and taking the real part yields

$$S(w)=\frac{4gd^2}{(d^2-w^2)^2+4g^2w^2}.$$

The proof of `lineShape_eq` does the same. Its step `n` is the expanded product, `hq` equates the two fractions by cross-multiplication, and `Complex.div_ofReal_re` takes the real part over a real denominator.

## Wings, centre and displaced peaks

For the wings, put $x=1/w$ and divide numerator and denominator by $w^4$:

$$w^4S(w)=\frac{4gd^2}{(d^2x^2-1)^2+4g^2x^2}.$$

The right side is continuous at $x=0$, with value $4gd^2$. In `wings`, `hc` is this continuity and `key` is the substitution. The two limits follow because $1/w\to0$ in either direction.

The numerator of $S$ does not depend on $w$, so the profile is highest where $Q$ is smallest. Comparison with the centre gives

$$Q(w)-Q(0)=w^2\big(w^2+2(2g^2-d^2)\big).$$

If $d^2\le2g^2$, this is never negative, and the centre is a global maximum of height $4g/d^2$. If $s=d^2-2g^2$ is positive, the frequency with $w^2=s$ gives $s(s-2s)=-s^2<0$, and the centre is beaten there. `max_at_centre_iff` follows both halves: it clears the positive denominators with `div_le_div_iff₀`, cancels the common numerator, and leaves the remaining polynomial inequality to `nlinarith`. The test frequency enters as `√(d ^ 2 - 2 * g ^ 2)`.

When $2g^2<d^2$, completing the square locates the peaks:

$$Q(w)=\big(w^2-(d^2-2g^2)\big)^2+4g^2(d^2-g^2).$$

The minimum of $Q$ is $4g^2(d^2-g^2)$, which gives the stated height. It is reached only at $w=\pm\sqrt{d^2-2g^2}$, so the peaks lie closer together than the uncoupled lines at $\pm d$. The step `sq` in `resolved_doublet` is this identity multiplied by $d^2$. A square is nonnegative, which proves the bound, and it vanishes only when its base does, which proves the equality condition.

## Fast collisions leave one Lorentzian

Substituting $d^2=2g\Gamma$ and dividing numerator and denominator by $4g^2$ gives

$$S(w)=\frac{2\Gamma}{\big(\Gamma-w^2/(2g)\big)^2+w^2}.$$

As $g\to\infty$ at fixed $w$, the term $w^2/(2g)$ disappears and a Lorentzian of half-width $\Gamma$ remains. The Lean proof again uses continuity at zero, this time in $x=1/g$, and `alg` is the division by $4g^2$.

The constant $\Gamma=d^2/(2g)$ is the half-width left after the frequency jumps between $\pm d$ have been averaged. For a given doublet it falls as $1/g$, so more frequent collisions make the merged line narrower. The theorem holds $\Gamma$ fixed and lets $d$ grow with $g$, which keeps the limiting profile at a finite width. It concerns the limit at each frequency and gives no width at finite $g$.

## The same inverse in a spectrum code

Calculations of pressure-broadened bands with line mixing can use a relaxation matrix with one row per line, and the present result is the two-line case with equal strengths and pure exchange. A program need not form the inverse. At each frequency it can solve $M(w)x=(1,1)^{T}$ and add the components of $x$; in NumPy this is `np.linalg.solve(M, np.ones(2)).sum().real`.

Since $w$ enters only through $-iw$ on the diagonal, a code can also diagonalise the frequency-independent part once and reuse the result over the whole grid. Its eigenvalues here are $g\pm\sqrt{g^2-d^2}$. They coincide at $g=d$, where the matrix has only one eigenvector and diagonalisation fails, although the profile stays smooth. The linear solve works there without change.

The closed form supplies values for checking either route. With $g=1$ and $d=2$, the centre has $S(0)=1$, and the two peaks at $w=\pm\sqrt2$ have height $4/3$. With $g=d=1$, there is a single maximum $S(0)=4$. A wrong sign in the off-diagonal entries changes these numbers at once.
